# A four-band Weyl Hamiltonian is gapless for every mass with |m| ≤ |b|

Before I assign an invariant to a four-band model, I scan the mass and sort its values into gapped and gapless, using the smallest $|E|$ on a momentum grid. For

$$H=\tau_z(\mathbf k\cdot\boldsymbol\sigma)+m\,\tau_x+b\,\sigma_z$$

with $b=0$ the scan does what I expect: the gap closes at $m=0$ and is open on both sides. With $b\neq0$ I get a whole range of masses where the smallest $|E|$ is tiny but not zero, and it shrinks when I refine the grid. Is the model really gapless over a finite range of $m$, or am I seeing small avoided crossings that the grid resolves badly? And if the range is real, where does it end?

## The range is real and ends at |m| = |b|

The model has an exact zero-energy state at some momentum precisely when $|m|\le|b|$. For $|m|<|b|$ the zeros sit at two isolated points, $k_x=k_y=0$ and $k_z=\pm\sqrt{b^2-m^2}$, which a regular grid will usually miss. As $|m|$ grows towards $|b|\neq0$ the two points approach each other, and they merge at $\mathbf k=0$ when $|m|=|b|$. Beyond that the smallest $|E|$ is $|m|-|b|$.

Here $\boldsymbol\sigma$ acts on spin and $\boldsymbol\tau$ on a second two-valued degree of freedom, such as orbital or chirality. The velocity is absorbed into $\mathbf k$, so $\mathbf k$, $m$ and $b$ are all energies. The mass $m$ couples the two chiralities, and $b$ is an exchange or Zeeman-like splitting along $z$ that breaks time-reversal symmetry.

### From the 4×4 determinant to the bands

Order the product basis $(\tau,\sigma)$ as $(0,0),(0,1),(1,0),(1,1)$ and put $u=k_x-ik_y$, $v=k_x+ik_y$. Then

$$H-E=\begin{pmatrix}a&u&m&0\\ v&c&0&m\\ m&0&d&-u\\ 0&m&-v&f\end{pmatrix},$$

with $a=k_z+b-E$, $c=-k_z-b-E$, $d=-k_z+b-E$ and $f=k_z-b-E$. Expanding along the first row gives

$$\begin{aligned}\det(H-E)={}&a\,[c(df-uv)-dm^2]-u\,[v(df-uv)-vm^2]\\&+m\,[uvm-cfm+m^3].\end{aligned}$$

Collecting terms turns this into

$$(ad-uv-m^2)(cf-uv-m^2)-uv\,(f-a)(d-c).$$

Now write $p=uv=k_x^2+k_y^2$ and $s=\sqrt{k_z^2+m^2}$. We have $ad=(b-E)^2-k_z^2$, $cf=(b+E)^2-k_z^2$, $f-a=-2b$ and $d-c=2b$. Hence

$$\begin{aligned}\det(H-E)&=[(b-E)^2-s^2-p]\,[(b+E)^2-s^2-p]+4b^2p\\&=(b^2+E^2-s^2-p)^2-4b^2E^2+4b^2p.\end{aligned}$$

The identity $(b^2+E^2-s^2-p)^2=(p+s^2+b^2-E^2)^2-4b^2(p+s^2-E^2)$ removes the last two terms and leaves

$$\det(H-E)=(p+s^2+b^2-E^2)^2-4b^2s^2.$$

This is a difference of two squares, so it factorises:

$$\det(H-E)=[E^2-p-(s+b)^2]\,[E^2-p-(s-b)^2].$$

The bands are therefore $E^2=k_x^2+k_y^2+\left(\sqrt{k_z^2+m^2}\pm b\right)^2$. They are symmetric about $E=0$, so the middle two bands touch exactly where $\det H=0$.

### Nodes, window and gap

At $E=0$ the determinant can be rearranged as

$$\det H=p^2+2p\,(s^2+b^2)+(s^2-b^2)^2.$$

Every term is nonnegative, so the sum vanishes only if each term does. The first gives $p=0$, hence $k_x=k_y=0$. The last gives $s^2=b^2$, that is $k_z^2=b^2-m^2$. Conversely, these values make every term zero.

The equation $k_z^2=b^2-m^2$ has a real solution exactly when $m^2\le b^2$, which is the window $|m|\le|b|$. If $|m|<|b|$ there are two distinct solutions. If $|m|=|b|$ the only one is $k_z=0$. For $b=0$ the window shrinks to the single mass $m=0$ of your first scan.

For $|b|\le|m|$ we have $s\ge|m|$, so both $s+b$ and $s-b$ are at least $|m|-|b|\ge0$. The bands then give $E^2\ge(|m|-|b|)^2$. At $\mathbf k=0$ we have $s=|m|$, and one of the two signs reaches this bound. The full gap between the middle bands is twice this value, $2(|m|-|b|)$.

The formal version of these results is the following Lean file.

```lean
import Mathlib

open Matrix
open scoped Kronecker

namespace WeylSemimetal

noncomputable section

/-- The Pauli matrix `σ_x`. -/
def σx : Matrix (Fin 2) (Fin 2) ℂ := !![0, 1; 1, 0]

/-- The Pauli matrix `σ_y`. -/
def σy : Matrix (Fin 2) (Fin 2) ℂ := !![0, -Complex.I; Complex.I, 0]

/-- The Pauli matrix `σ_z`. -/
def σz : Matrix (Fin 2) (Fin 2) ℂ := !![1, 0; 0, -1]

/-- The Hamiltonian `τ_z (k·σ) + m τ_x + b σ_z`; the first tensor factor carries `τ`,
the second carries `σ`. -/
def weylH (kx ky kz m b : ℝ) : Matrix (Fin 2 × Fin 2) (Fin 2 × Fin 2) ℂ :=
  σz ⊗ₖ ((kx : ℂ) • σx + (ky : ℂ) • σy + (kz : ℂ) • σz)
    + (m : ℂ) • (σx ⊗ₖ (1 : Matrix (Fin 2) (Fin 2) ℂ))
    + (b : ℂ) • ((1 : Matrix (Fin 2) (Fin 2) ℂ) ⊗ₖ σz)

/-- The real number `E` is an energy of `H` if `H ψ = E ψ` for some nonzero state `ψ`. -/
def IsEnergy (H : Matrix (Fin 2 × Fin 2) (Fin 2 × Fin 2) ℂ) (E : ℝ) : Prop :=
  ∃ ψ : Fin 2 × Fin 2 → ℂ, ψ ≠ 0 ∧ H *ᵥ ψ = (E : ℂ) • ψ

/-- The secular determinant of the Hamiltonian at energy `E`. -/
theorem det_sub_energy (kx ky kz m b E : ℝ) :
    (weylH kx ky kz m b - (E : ℂ) • 1).det =
      (((kx ^ 2 + ky ^ 2 + kz ^ 2 + m ^ 2 + b ^ 2 - E ^ 2) ^ 2
        - 4 * b ^ 2 * (kz ^ 2 + m ^ 2) : ℝ) : ℂ) := by
  -- order the product basis as (0,0), (0,1), (1,0), (1,1)
  obtain ⟨e, h0, h1, h2, h3⟩ : ∃ e : Fin 4 ≃ Fin 2 × Fin 2,
      e 0 = (0, 0) ∧ e 1 = (0, 1) ∧ e 2 = (1, 0) ∧ e 3 = (1, 1) :=
    ⟨(finProdFinEquiv (m := 2) (n := 2)).symm, by decide, by decide, by decide, by decide⟩
  have hM : (weylH kx ky kz m b - (E : ℂ) • 1).submatrix e e =
      !![(kz + b - E : ℂ), kx - ky * Complex.I, m, 0;
         kx + ky * Complex.I, -kz - b - E, 0, m;
         m, 0, -kz + b - E, -(kx - ky * Complex.I);
         0, m, -(kx + ky * Complex.I), kz - b - E] := by
    ext i j
    fin_cases i <;> fin_cases j <;>
      simp [h0, h1, h2, h3, weylH, σx, σy, σz] <;> ring
  -- the determinant depends on `u` and `v` only through their product `u * v`
  have hdet : ∀ a c d f u v μ : ℂ,
      (!![a, u, μ, 0; v, c, 0, μ; μ, 0, d, -u; 0, μ, -v, f]).det =
        (a * d - u * v - μ ^ 2) * (c * f - u * v - μ ^ 2)
          - u * v * ((f - a) * (d - c)) := by
    intro a c d f u v μ
    simp [Matrix.det_succ_row_zero, Fin.sum_univ_succ, Fin.succAbove]
    ring
  have huv : ((kx : ℂ) - ky * Complex.I) * (kx + ky * Complex.I) = kx ^ 2 + ky ^ 2 := by
    linear_combination (-(ky : ℂ) ^ 2) * Complex.I_sq
  rw [← Matrix.det_submatrix_equiv_self e, hM, hdet, huv]
  push_cast
  ring

/-- The determinant of the Hamiltonian is
`(|k|² + m² + b²)² - 4 b² (kz² + m²)`. -/
theorem det_weylH (kx ky kz m b : ℝ) :
    (weylH kx ky kz m b).det =
      (((kx ^ 2 + ky ^ 2 + kz ^ 2 + m ^ 2 + b ^ 2) ^ 2
        - 4 * b ^ 2 * (kz ^ 2 + m ^ 2) : ℝ) : ℂ) := by
  have h := det_sub_energy kx ky kz m b 0
  simpa using h

/-- The band structure: the energies at momentum `k` are the real solutions of
`E² = kx² + ky² + (√(kz² + m²) ± b)²`. -/
theorem isEnergy_iff (kx ky kz m b E : ℝ) :
    IsEnergy (weylH kx ky kz m b) E ↔
      E ^ 2 = kx ^ 2 + ky ^ 2 + (Real.sqrt (kz ^ 2 + m ^ 2) + b) ^ 2 ∨
      E ^ 2 = kx ^ 2 + ky ^ 2 + (Real.sqrt (kz ^ 2 + m ^ 2) - b) ^ 2 := by
  have h1 : IsEnergy (weylH kx ky kz m b) E ↔
      (weylH kx ky kz m b - (E : ℂ) • 1).det = 0 := by
    rw [← Matrix.exists_mulVec_eq_zero_iff]
    simp only [IsEnergy, Matrix.sub_mulVec, Matrix.smul_mulVec, Matrix.one_mulVec, sub_eq_zero]
  have hs : Real.sqrt (kz ^ 2 + m ^ 2) ^ 2 = kz ^ 2 + m ^ 2 := Real.sq_sqrt (by positivity)
  -- the secular polynomial factorises over the two pairs of bands
  have key : (kx ^ 2 + ky ^ 2 + kz ^ 2 + m ^ 2 + b ^ 2 - E ^ 2) ^ 2
        - 4 * b ^ 2 * (kz ^ 2 + m ^ 2) =
      (E ^ 2 - (kx ^ 2 + ky ^ 2 + (Real.sqrt (kz ^ 2 + m ^ 2) + b) ^ 2)) *
      (E ^ 2 - (kx ^ 2 + ky ^ 2 + (Real.sqrt (kz ^ 2 + m ^ 2) - b) ^ 2)) := by
    linear_combination (2 * (E ^ 2 - kx ^ 2 - ky ^ 2 - b ^ 2) + 4 * b ^ 2
      - (kz ^ 2 + m ^ 2) - Real.sqrt (kz ^ 2 + m ^ 2) ^ 2) * hs
  rw [h1, det_sub_energy, Complex.ofReal_eq_zero, key, mul_eq_zero, sub_eq_zero, sub_eq_zero]

/-- The Hamiltonian is singular exactly at the momenta with `kx = ky = 0` and
`kz² = b² - m²`. -/
theorem det_eq_zero_iff (kx ky kz m b : ℝ) :
    (weylH kx ky kz m b).det = 0 ↔ kx = 0 ∧ ky = 0 ∧ kz ^ 2 = b ^ 2 - m ^ 2 := by
  rw [det_weylH, Complex.ofReal_eq_zero]
  constructor
  · intro h
    -- the determinant is a sum of three nonnegative terms
    have hsum : (kx ^ 2 + ky ^ 2) ^ 2 + 2 * (kx ^ 2 + ky ^ 2) * (kz ^ 2 + m ^ 2 + b ^ 2)
        + (kz ^ 2 + m ^ 2 - b ^ 2) ^ 2 = 0 := by
      linear_combination h
    have t1 : 0 ≤ (kx ^ 2 + ky ^ 2) ^ 2 := by positivity
    have t2 : 0 ≤ 2 * (kx ^ 2 + ky ^ 2) * (kz ^ 2 + m ^ 2 + b ^ 2) := by positivity
    have t3 : 0 ≤ (kz ^ 2 + m ^ 2 - b ^ 2) ^ 2 := sq_nonneg _
    have hp : kx ^ 2 + ky ^ 2 = 0 := pow_eq_zero_iff two_ne_zero |>.1 (by linarith)
    have hz : kz ^ 2 + m ^ 2 - b ^ 2 = 0 := pow_eq_zero_iff two_ne_zero |>.1 (by linarith)
    refine ⟨pow_eq_zero_iff two_ne_zero |>.1 ?_, pow_eq_zero_iff two_ne_zero |>.1 ?_, ?_⟩
    · linarith [sq_nonneg kx, sq_nonneg ky]
    · linarith [sq_nonneg kx, sq_nonneg ky]
    · linarith
  · rintro ⟨rfl, rfl, h⟩
    rw [h]
    ring

/-- For `|m| < |b|` the Hamiltonian is singular at exactly two distinct momenta, which lie on
the `kz` axis at `kz = ±√(b² - m²)`. -/
theorem two_nodes {m b : ℝ} (h : |m| < |b|) :
    0 < Real.sqrt (b ^ 2 - m ^ 2) ∧ ∀ kx ky kz : ℝ,
      (weylH kx ky kz m b).det = 0 ↔ kx = 0 ∧ ky = 0 ∧
        (kz = Real.sqrt (b ^ 2 - m ^ 2) ∨ kz = -Real.sqrt (b ^ 2 - m ^ 2)) := by
  have hpos : 0 < b ^ 2 - m ^ 2 := sub_pos.2 (sq_lt_sq.2 h)
  refine ⟨Real.sqrt_pos.2 hpos, fun kx ky kz => ?_⟩
  rw [det_eq_zero_iff, ← sq_eq_sq_iff_eq_or_eq_neg, Real.sq_sqrt hpos.le]

/-- The gapless window: at fixed `b`, the masses `m` for which the Hamiltonian is singular at
some momentum fill exactly the interval `[-|b|, |b|]`. -/
theorem gapless_window (b : ℝ) :
    {m : ℝ | ∃ kx ky kz : ℝ, (weylH kx ky kz m b).det = 0} = Set.Icc (-|b|) |b| := by
  ext m
  rw [Set.mem_ofPred_eq, Set.mem_Icc, ← abs_le, ← sq_le_sq]
  constructor
  · rintro ⟨kx, ky, kz, h⟩
    have hz := ((det_eq_zero_iff kx ky kz m b).1 h).2.2
    linarith [sq_nonneg kz]
  · intro h
    exact ⟨0, 0, Real.sqrt (b ^ 2 - m ^ 2),
      (det_eq_zero_iff _ _ _ _ _).2 ⟨rfl, rfl, Real.sq_sqrt (by linarith)⟩⟩

/-- For `|b| ≤ |m|` the smallest absolute value of the energy over all momenta is
`|m| - |b|`. -/
theorem insulating_gap {m b : ℝ} (h : |b| ≤ |m|) :
    IsLeast {e : ℝ | ∃ kx ky kz E : ℝ, IsEnergy (weylH kx ky kz m b) E ∧ e = |E|}
      (|m| - |b|) := by
  have h0 : 0 ≤ |m| - |b| := sub_nonneg.2 h
  constructor
  · -- the minimum is attained at `k = 0`
    refine ⟨0, 0, 0, |m| - |b|, (isEnergy_iff _ _ _ _ _ _).2 ?_, (abs_of_nonneg h0).symm⟩
    have hs : Real.sqrt ((0 : ℝ) ^ 2 + m ^ 2) = |m| := by
      rw [show (0 : ℝ) ^ 2 + m ^ 2 = m ^ 2 by ring, Real.sqrt_sq_eq_abs]
    rw [hs]
    rcases le_total 0 b with hb | hb
    · right
      rw [abs_of_nonneg hb]
      ring
    · left
      rw [abs_of_nonpos hb]
      ring
  · rintro e ⟨kx, ky, kz, E, hE, rfl⟩
    have hm : |m| ≤ Real.sqrt (kz ^ 2 + m ^ 2) :=
      Real.abs_le_sqrt (by linarith [sq_nonneg kz])
    have hsq : (|m| - |b|) ^ 2 ≤ E ^ 2 := by
      rcases (isEnergy_iff _ _ _ _ _ _).1 hE with h1 | h1
      · have h2 := pow_le_pow_left₀ h0
          (show |m| - |b| ≤ Real.sqrt (kz ^ 2 + m ^ 2) + b by linarith [neg_abs_le b]) 2
        linarith [sq_nonneg kx, sq_nonneg ky]
      · have h2 := pow_le_pow_left₀ h0
          (show |m| - |b| ≤ Real.sqrt (kz ^ 2 + m ^ 2) - b by linarith [le_abs_self b]) 2
        linarith [sq_nonneg kx, sq_nonneg ky]
    exact le_trans (le_abs_self _) (sq_le_sq.1 hsq)

end

end WeylSemimetal
```

```lean
#print axioms WeylSemimetal.two_nodes
#print axioms WeylSemimetal.gapless_window
#print axioms WeylSemimetal.insulating_gap
```

```
'WeylSemimetal.two_nodes' depends on axioms: [propext, Classical.choice, Quot.sound]
'WeylSemimetal.gapless_window' depends on axioms: [propext, Classical.choice, Quot.sound]
'WeylSemimetal.insulating_gap' depends on axioms: [propext, Classical.choice, Quot.sound]
```

### What the Lean statements say about the model

`weylH kx ky kz m b` is the Hamiltonian as a complex matrix with rows and columns labelled by `Fin 2 × Fin 2`. The first label belongs to $\tau$ and the second to $\sigma$. The same Pauli matrices serve for both, so $\tau_x$ appears as `σx` in the first Kronecker factor. The five parameters are real numbers, converted to complex ones inside the matrix.

`IsEnergy H E` says that $H\psi=E\psi$ for some nonzero $\psi$. The vector need not be normalised; dividing it by its norm gives a normalised state with the same $E$. The predicate does not record degeneracy.

- `det_sub_energy` is the secular determinant for every real $E$, and `det_weylH` is its value at $E=0$.
- `isEnergy_iff` says that a real $E$ is an energy exactly when it satisfies one of the two band equations.
- `det_eq_zero_iff` says that $H$ is singular exactly when $k_x=k_y=0$ and $k_z^2=b^2-m^2$, for all real parameters.
- `two_nodes` assumes $|m|<|b|$ and gives the two momenta. Its first half, that the square root is positive, is what makes them distinct.
- `gapless_window` fixes $b$ and identifies the set of masses that have a singular momentum with the closed interval `Set.Icc (-|b|) |b|`.
- `insulating_gap` assumes $|b|\le|m|$. `IsLeast` means both that $|m|-|b|$ is a lower bound for $|E|$ over all momenta and that it is attained.

With the Fermi level at $E=0$ and the lower two bands filled, the masses $m>|b|$ and $m<-|b|$ are the two insulating sides of your scan. The theorems locate zeros and measure a gap; they assign no chirality to the nodes and no topological invariant to either side.

The momentum runs over all of $\mathbb R^3$, whereas a crystal has a Brillouin zone and terms of higher order in $\mathbf k$. Passing to a material therefore needs a separate argument that this Hamiltonian is a good approximation out to $|k_z|=\sqrt{b^2-m^2}$, and that no other bands cross the Fermi level elsewhere in the zone.

For band-structure sampling, the result gives the node positions of this non-interacting continuum model in closed form, so you can put a sample point on a node instead of waiting for the grid to reach it. Expanding the band formula about a node, for $|m|<|b|$, also accounts for your small values: a grid point displaced by $\delta$ along $k_z$ has $|E|\approx\sqrt{1-m^2/b^2}\,|\delta|$, and one displaced by a distance $q$ perpendicular to $k_z$ has $|E|=q$. If the region covered by the grid contains a node, the distance from that node to the nearest grid point is at most a fixed multiple of the spacing, so the smallest $|E|$ on the grid is bounded by a constant times the spacing, although it need not fall at every refinement.

### How Lean reaches the determinant and the gap

In `det_sub_energy`, the bijection `e` puts the four product labels in the order used above. The step `hM` checks the explicit matrix entry by entry: `fin_cases` runs through the sixteen positions, and `simp` and `ring` compare the entries. `hdet` is the first-row expansion for general entries, with `μ` in the place of $m$, and `huv` is $uv=k_x^2+k_y^2$. Relabelling rows and columns by the same bijection leaves the determinant unchanged, which is `Matrix.det_submatrix_equiv_self`. A final `ring` does the algebra from $a,c,d,f$ to the closed form. `det_weylH` then sets $E=0$.

In `isEnergy_iff`, the step `h1` turns the eigenvalue equation into $\det(H-E)=0$, using the fact that a square matrix is singular exactly when it annihilates a nonzero vector. `key` is the difference-of-squares factorisation. Its only input beyond polynomial algebra is `hs`, the statement $s^2=k_z^2+m^2$ for the square root. A product is zero exactly when one factor is, and this yields the two band equations.

In `det_eq_zero_iff`, `hsum` is the rearrangement into three terms, and `t1`, `t2` and `t3` state that each is nonnegative. `linarith` then forces the two squared terms to zero, and from these come `hp`, which is $p=0$, and `hz`, which is $s^2=b^2$. The same reasoning applied to $k_x^2+k_y^2=0$ makes both components vanish. The converse is substitution.

`two_nodes` obtains $b^2-m^2>0$ from the hypothesis and solves the equation for $k_z$ with both signs of the root. `gapless_window` first rewrites membership in the interval as $m^2\le b^2$. In one direction this follows from $k_z^2\ge0$; in the other, the proof supplies the momentum $(0,0,\sqrt{b^2-m^2})$.

`insulating_gap` has two halves, as `IsLeast` requires. For attainment it takes $\mathbf k=0$ and $E=|m|-|b|$, choosing the band with $s-b$ when $b\ge0$ and the one with $s+b$ when $b\le0$. For the lower bound, `hm` is $s\ge|m|$, and `pow_le_pow_left₀` squares the inequality $|m|-|b|\le s\pm b$, which is allowed because the left side is nonnegative. Adding $k_x^2+k_y^2\ge0$ gives $(|m|-|b|)^2\le E^2$, and taking roots gives the bound on $|E|$.
